# An su(2) symmetry of Dirac Hamiltonians with a spin-independent upper block, a constant lower block and no magnetic field

## Solving one spin sector and counting it twice

Consider a plane-wave calculation for one Dirac particle of spin 1/2 whose Lorentz-scalar potential equals the time component of its vector potential, with no spatial vector potential and so no magnetic field. The Hamiltonian matrix can be split into two sectors of a conserved spin component, and only one needs to be diagonalised: the other has the same eigenvalues. This step rests on three operators $S_0,S_1,S_2$ that commute with the Hamiltonian and obey the su(2) relations. They are not the usual spin matrices repeated on the upper and lower components, because the lower component carries a transformed spin.

## The Hamiltonian in blocks

In units where $\hbar$ and the speed of light equal 1, a particle of mass $m$ in a vector potential $V$ (the time component) and a scalar potential $\Sigma$ has the Hamiltonian

$$
H=\begin{pmatrix} m+V+\Sigma & \boldsymbol\sigma\cdot\mathbf p\\ \boldsymbol\sigma\cdot\mathbf p & -m+V-\Sigma\end{pmatrix}.
$$

If $V=\Sigma$, the lower block is the constant $-m$ and the upper block is $W=m+2V$. A potential that depends only on position commutes with the spin matrices, though not with momentum unless it is constant.

Write $\boldsymbol\sigma\cdot\mathbf p=PU$, where $P=|\mathbf p|$ and $U=\boldsymbol\sigma\cdot\mathbf p/|\mathbf p|$ is the helicity. Then $U^2=1$, and $P$ commutes with $U$ and with the spin operators $s_i=\sigma_i/2$. On a zero-momentum mode, $P$ vanishes and any fixed spin matrix with square 1 may serve as $U$.

The index $i$ runs over $0,1,2$, for $x,y,z$, and is counted modulo three; the imaginary unit is written $\mathrm i$. The symmetry generators are

$$
S_i=\begin{pmatrix}s_i&0\\0&Us_iU\end{pmatrix}.
$$

For spin 1/2 and momentum direction $\mathbf n$, $Us_iU=2n_i(\mathbf s\cdot\mathbf n)-s_i$: the lower spin is the upper one turned by half a revolution about the momentum.

## Why the generators obey su(2)

Assume $s_is_{i+1}-s_{i+1}s_i=\mathrm i\,s_{i+2}$. For any operators $a,b$,

$$
(UaU)(UbU)=Ua\,U^2\,bU=U(ab)U .
$$

Consequently

$$
(Us_iU)(Us_{i+1}U)-(Us_{i+1}U)(Us_iU)=U(s_is_{i+1}-s_{i+1}s_i)U=\mathrm i\,Us_{i+2}U .
$$

Both diagonal blocks of $S_i$ obey the relations, and therefore so does $S_i$.

The squared spin carries over in the same way. If $\sum_i s_i^2=c$ for a number $c$, the lower block of $\sum_i S_i^2$ is $U\left(\sum_i s_i^2\right)U=cU^2=c$. For spin 1/2, $c=3/4$ on the full Dirac space.

## Why they commute with the Hamiltonian

Let the lower block be a general operator $D$ for the moment. The two products are

$$
HS_i=\begin{pmatrix}Ws_i&PU\,Us_iU\\PUs_i&D\,Us_iU\end{pmatrix},\qquad
S_iH=\begin{pmatrix}s_iW&s_iPU\\Us_iU\,PU&Us_iU\,D\end{pmatrix}.
$$

The off-diagonal blocks agree:

$$
PU\,Us_iU=Ps_iU=s_iPU,
$$
$$
Us_iU\,PU=Us_iPU^2=Us_iP=UPs_i=PUs_i .
$$

What remains is the diagonal. So $H$ commutes with $S_i$ exactly when $W$ commutes with $s_i$ and $D$ commutes with $Us_iU$. A constant $D=-m$ meets the second condition automatically.

The criterion also shows what goes wrong in an ordinary atom. With a Coulomb vector potential alone, $D=-m+V$ depends on position, while $Us_iU$ contains the momentum direction, and the two do not commute. For the one-particle model with equal potentials, the symmetry means that levels show no spin-orbit splitting.

## Exchanging the diagonal blocks

Now let the upper block be a constant $m$ and let a spin-independent $W$ stand in the lower block. This is the case $V=-\Sigma$, where $W$ now denotes $-m+2V$. Put $t_i=Us_iU$, so that $Ut_iU=s_i$. The $t_i$ obey su(2) and commute with $P$, and the argument above applied to them gives the conserved generators $\mathrm{diag}(Us_iU,\,s_i)$. This is pseudospin symmetry.

The same criterion gives a neighbouring case: the lower block may be any polynomial in $P$, since $P$ commutes with $Us_iU$. Adding a multiple of $P^2=\mathbf p^2$ to the constant in the lower block, for example, leaves the spin symmetry intact.

## The statement in Lean

The operators are elements of an arbitrary complex algebra `A`, and the Hamiltonian and generators are 2×2 matrices over it.

- `diracH W D P U` is the Hamiltonian, with `P * U` in both off-diagonal places.
- `diracSpin U s i` is $S_i$, and `pseudoSpin U s i` has the two diagonal blocks exchanged.
- `IsSpin s` states the three cyclic commutation relations, which fixes the convention $\hbar=1$.
- `algebraMap ℂ A (-m)` is the number $-m$ times the identity of `A`.

The theorem `spin_symmetry` takes the su(2) relations for `s`, the condition `U * U = 1`, and the commutation of `P` with `U` and of `P` and `W` with every `s i`. It concludes that the $S_i$ obey su(2) and that each commutes with the Hamiltonian. Nothing is required of `W` with respect to `P` or `U`, which leaves room for a potential.

The algebraic setting has limits. Domains of unbounded operators do not appear, and neither does self-adjointness; `m` may even be complex. The factorisation of $\boldsymbol\sigma\cdot\mathbf p$ into `P * U` enters through the hypotheses and is not constructed from a momentum operator. `IsSpin` records relations only, so it is also satisfied by three zero operators. The equality of the spectra of the two spin sectors is therefore not among the theorems. It uses spin 1/2 as well: there $(2S_0)^2=1$, $(2S_2)^2=1$ and $S_0$ anticommutes with $S_2$, so $2S_0$, which commutes with $H$, maps the sector $S_2=+1/2$ invertibly onto the sector $S_2=-1/2$.

A concrete instance is supplied by `spin_symmetry_witness`. There `A` consists of 2×2 spin matrices over an algebra `B` of orbital operators, the spins are half the Pauli matrices, $U=\sigma_z$, $P=\mathrm{diag}(p,p)$ and $W=\mathrm{diag}(w,w)$. The elements `p` and `w` of `B` are arbitrary and need not commute, as for motion along the $z$ axis in a potential. In that reading $p$ is the signed momentum, which is allowed because no positivity is asked of `P`, and $\sigma_z$ is the helicity only for positive momentum.

## Modelling the coupling by one operator

The off-diagonal block could have been a single invertible operator $K$ whose square commutes with the $s_i$, with generators $\mathrm{diag}(s_i,K^{-1}s_iK)$. That removes the separate $P$ and $U$, but it excludes zero-momentum modes, where $\boldsymbol\sigma\cdot\mathbf p$ has no inverse. The factorised form keeps them.

## The complete file

```lean
import Mathlib

open Matrix

namespace DiracSpinSymmetry

noncomputable section

variable {A : Type*} [Ring A]

/-- The Dirac Hamiltonian in block form, with diagonal blocks `W` and `D` and with
`P * U` (momentum magnitude times helicity) coupling upper and lower components. -/
def diracH (W D P U : A) : Matrix (Fin 2) (Fin 2) A :=
  !![W, P * U; P * U, D]

/-- The spin-symmetry generators: `s i` on the upper component and its
helicity-transformed partner `U * s i * U` on the lower one. -/
def diracSpin (U : A) (s : Fin 3 → A) (i : Fin 3) : Matrix (Fin 2) (Fin 2) A :=
  !![s i, 0; 0, U * s i * U]

/-- The pseudospin generators: `U * s i * U` on the upper component and `s i` on the
lower one. -/
def pseudoSpin (U : A) (s : Fin 3 → A) (i : Fin 3) : Matrix (Fin 2) (Fin 2) A :=
  !![U * s i * U, 0; 0, s i]

/-- The helicity transformation `a ↦ U a U` respects products of operators. -/
theorem conj_mul {U : A} (hU : U * U = 1) (a b : A) :
    U * a * U * (U * b * U) = U * (a * b) * U := by
  calc U * a * U * (U * b * U) = U * a * (U * U) * b * U := by simp only [mul_assoc]
    _ = U * (a * b) * U := by rw [hU, mul_one]; simp only [mul_assoc]

/-- The product of two spin-symmetry generators is block diagonal, with the product of
the spins above and its helicity transform below. -/
theorem diracSpin_mul {U : A} (hU : U * U = 1) (s : Fin 3 → A) (i j : Fin 3) :
    diracSpin U s i * diracSpin U s j = !![s i * s j, 0; 0, U * (s i * s j) * U] := by
  rw [diracSpin, diracSpin, Matrix.mul_fin_two, conj_mul hU]
  simp only [mul_zero, zero_mul, add_zero, zero_add]

/-- The Dirac Hamiltonian commutes with a spin-symmetry generator exactly when its upper
block commutes with `s i` and its lower block commutes with `U * s i * U`. -/
theorem commute_diracSpin_iff {W D P U : A} {s : Fin 3 → A} {i : Fin 3}
    (hU : U * U = 1) (hPU : Commute P U) (hPs : Commute P (s i)) :
    Commute (diracH W D P U) (diracSpin U s i) ↔
      Commute W (s i) ∧ Commute D (U * s i * U) := by
  -- the two off-diagonal blocks agree in either order of multiplication
  have e1 : P * U * (U * s i * U) = s i * (P * U) := by
    calc P * U * (U * s i * U) = P * (U * U) * s i * U := by simp only [mul_assoc]
      _ = s i * (P * U) := by rw [hU, mul_one, hPs.eq, mul_assoc]
  have e2 : U * s i * U * (P * U) = P * U * s i := by
    calc U * s i * U * (P * U) = U * s i * (U * P) * U := by simp only [mul_assoc]
      _ = U * s i * (P * U) * U := by rw [hPU.eq]
      _ = U * (s i * P) * (U * U) := by simp only [mul_assoc]
      _ = U * (P * s i) := by rw [hU, mul_one, hPs.eq]
      _ = P * U * s i := by rw [← mul_assoc, hPU.eq]
  have hL : diracH W D P U * diracSpin U s i =
      !![W * s i, s i * (P * U); P * U * s i, D * (U * s i * U)] := by
    rw [diracH, diracSpin, Matrix.mul_fin_two, e1]
    simp only [mul_zero, add_zero, zero_add]
  have hR : diracSpin U s i * diracH W D P U =
      !![s i * W, s i * (P * U); P * U * s i, U * s i * U * D] := by
    rw [diracH, diracSpin, Matrix.mul_fin_two, e2]
    simp only [zero_mul, add_zero, zero_add]
  constructor
  · intro h
    have h' := hL.symm.trans (h.eq.trans hR)
    exact ⟨congrArg (fun M : Matrix (Fin 2) (Fin 2) A => M 0 0) h',
      congrArg (fun M : Matrix (Fin 2) (Fin 2) A => M 1 1) h'⟩
  · rintro ⟨h1, h2⟩
    show diracH W D P U * diracSpin U s i = diracSpin U s i * diracH W D P U
    rw [hL, hR, h1.eq, h2.eq]

variable [Algebra ℂ A]

/-- Three operators obey the su(2) relations `[s₀, s₁] = i s₂` and cyclic permutations
(indices are taken modulo three). -/
def IsSpin (s : Fin 3 → A) : Prop :=
  ∀ i, s i * s (i + 1) - s (i + 1) * s i = Complex.I • s (i + 2)

/-- The helicity transform of a spin again obeys the su(2) relations. -/
theorem conj_isSpin {U : A} {s : Fin 3 → A} (hU : U * U = 1) (h : IsSpin s) :
    IsSpin (fun i => U * s i * U) := by
  intro i
  show U * s i * U * (U * s (i + 1) * U) - U * s (i + 1) * U * (U * s i * U) =
    Complex.I • (U * s (i + 2) * U)
  rw [conj_mul hU, conj_mul hU, ← sub_mul, ← mul_sub, h i, mul_smul_comm, smul_mul_assoc]

/-- The spin-symmetry generators obey the su(2) relations. -/
theorem diracSpin_isSpin {U : A} {s : Fin 3 → A} (hU : U * U = 1) (h : IsSpin s) :
    IsSpin (diracSpin U s) := by
  intro i
  have h2 := conj_isSpin hU h i
  simp only [conj_mul hU] at h2
  rw [diracSpin_mul hU, diracSpin_mul hU]
  -- compare the four blocks
  ext a b
  fin_cases a <;> fin_cases b
  · exact h i
  · simp [diracSpin]
  · simp [diracSpin]
  · exact h2

/-- Spin symmetry: if the lower block of the Dirac Hamiltonian is the constant `-m` and
the upper block is spin independent, the generators `diag(s i, U s i U)` obey su(2) and
commute with the Hamiltonian. -/
theorem spin_symmetry {W P U : A} {s : Fin 3 → A} (m : ℂ) (hs : IsSpin s)
    (hU : U * U = 1) (hPU : Commute P U) (hPs : ∀ i, Commute P (s i))
    (hWs : ∀ i, Commute W (s i)) :
    IsSpin (diracSpin U s) ∧
      ∀ i, Commute (diracH W (algebraMap ℂ A (-m)) P U) (diracSpin U s i) :=
  ⟨diracSpin_isSpin hU hs, fun i =>
    (commute_diracSpin_iff hU hPU (hPs i)).2 ⟨hWs i, Algebra.commutes _ _⟩⟩

/-- Pseudospin symmetry: if instead the upper block is a constant `m` and the lower block
is spin independent, the generators `diag(U s i U, s i)` obey su(2) and commute with the
Hamiltonian. -/
theorem pseudospin_symmetry {W P U : A} {s : Fin 3 → A} (m : ℂ) (hs : IsSpin s)
    (hU : U * U = 1) (hPU : Commute P U) (hPs : ∀ i, Commute P (s i))
    (hWs : ∀ i, Commute W (s i)) :
    IsSpin (pseudoSpin U s) ∧
      ∀ i, Commute (diracH (algebraMap ℂ A m) W P U) (pseudoSpin U s i) := by
  have back : ∀ i, U * (U * s i * U) * U = s i := fun i => by
    calc U * (U * s i * U) * U = U * U * s i * (U * U) := by simp only [mul_assoc]
      _ = s i := by rw [hU, one_mul, mul_one]
  -- pseudospin is the spin symmetry built on the helicity-transformed spin
  have e : pseudoSpin U s = diracSpin U (fun i => U * s i * U) := by
    funext i
    simp only [pseudoSpin, diracSpin, back]
  rw [e]
  refine ⟨diracSpin_isSpin hU (conj_isSpin hU hs), fun i => ?_⟩
  refine (commute_diracSpin_iff hU hPU ((hPU.mul_right (hPs i)).mul_right hPU)).2
    ⟨Algebra.commutes _ _, ?_⟩
  simp only [back]
  exact hWs i

/-- If the squared spin is the number `c`, the squared spin-symmetry generator is the same
number `c` on the full Dirac space. -/
theorem diracSpin_casimir {U : A} {s : Fin 3 → A} {c : ℂ} (hU : U * U = 1)
    (h : ∑ i, s i * s i = c • (1 : A)) :
    ∑ i, diracSpin U s i * diracSpin U s i = c • (1 : Matrix (Fin 2) (Fin 2) A) := by
  rw [Fin.sum_univ_three] at h ⊢
  have h2 : U * (s 0 * s 0) * U + U * (s 1 * s 1) * U + U * (s 2 * s 2) * U
      = c • (1 : A) := by
    rw [← add_mul, ← add_mul, ← mul_add, ← mul_add, h, mul_smul_comm, mul_one,
      smul_mul_assoc, hU]
  rw [diracSpin_mul hU, diracSpin_mul hU, diracSpin_mul hU]
  ext a b
  fin_cases a <;> fin_cases b
  · simpa using h
  · simp
  · simp
  · simpa using h2

/-- The spin-1/2 matrices, half the Pauli matrices. -/
def pauliHalf : Fin 3 → Matrix (Fin 2) (Fin 2) ℂ :=
  ![!![0, 1 / 2; 1 / 2, 0], !![0, -Complex.I / 2; Complex.I / 2, 0], !![1 / 2, 0; 0, -1 / 2]]

/-- A complex spin matrix acting on two-component spinors whose orbital operators form
the algebra `B`. -/
def onSpin (B : Type*) [Ring B] [Algebra ℂ B] :
    Matrix (Fin 2) (Fin 2) ℂ →ₐ[ℂ] Matrix (Fin 2) (Fin 2) B :=
  (Algebra.ofId ℂ B).mapMatrix

/-- Half the Pauli matrices obey the su(2) relations. -/
theorem pauliHalf_isSpin : IsSpin pauliHalf := by
  intro i
  fin_cases i
  · show pauliHalf 0 * pauliHalf 1 - pauliHalf 1 * pauliHalf 0 = Complex.I • pauliHalf 2
    ext a b
    fin_cases a <;> fin_cases b <;> simp [pauliHalf] <;> ring1
  · show pauliHalf 1 * pauliHalf 2 - pauliHalf 2 * pauliHalf 1 = Complex.I • pauliHalf 0
    ext a b
    fin_cases a <;> fin_cases b <;> simp [pauliHalf] <;> ring1
  · show pauliHalf 2 * pauliHalf 0 - pauliHalf 0 * pauliHalf 2 = Complex.I • pauliHalf 1
    ext a b
    fin_cases a <;> fin_cases b <;>
      simp [pauliHalf] <;>
      (first
        | ring1
        | linear_combination (1 / 2 : ℂ) * Complex.I_sq
        | linear_combination (-1 / 2 : ℂ) * Complex.I_sq)

/-- Half the Pauli matrices, the helicity `σ_z`, and arbitrary orbital operators `p` and
`w` acting equally on both spin components meet all the hypotheses of spin symmetry. -/
theorem spin_symmetry_witness (B : Type*) [Ring B] [Algebra ℂ B] (p w : B) :
    IsSpin (fun i => onSpin B (pauliHalf i)) ∧
    onSpin B !![1, 0; 0, -1] * onSpin B !![1, 0; 0, -1] = 1 ∧
    Commute (Matrix.diagonal fun _ => p) (onSpin B !![1, 0; 0, -1]) ∧
    (∀ i, Commute (Matrix.diagonal fun _ => p) (onSpin B (pauliHalf i))) ∧
    (∀ i, Commute (Matrix.diagonal fun _ => w) (onSpin B (pauliHalf i))) := by
  -- orbital operators commute with spin matrices
  have key : ∀ (x : B) (M : Matrix (Fin 2) (Fin 2) ℂ),
      Commute (Matrix.diagonal fun _ => x) (onSpin B M) := by
    intro x M
    show (Matrix.diagonal fun _ => x) * onSpin B M = onSpin B M * Matrix.diagonal fun _ => x
    ext a b
    rw [Matrix.diagonal_mul, Matrix.mul_diagonal]
    exact (Algebra.commutes (M a b) x).symm
  refine ⟨fun i => ?_, ?_, key p _, fun i => key p _, fun i => key w _⟩
  · show onSpin B (pauliHalf i) * onSpin B (pauliHalf (i + 1)) -
      onSpin B (pauliHalf (i + 1)) * onSpin B (pauliHalf i) =
      Complex.I • onSpin B (pauliHalf (i + 2))
    rw [← map_mul, ← map_mul, ← map_sub, pauliHalf_isSpin i, map_smul]
  · have h : (!![1, 0; 0, -1] : Matrix (Fin 2) (Fin 2) ℂ) * !![1, 0; 0, -1] = 1 := by
      rw [Matrix.mul_fin_two, Matrix.one_fin_two]
      norm_num
    rw [← map_mul, h, map_one]

end

end DiracSpinSymmetry
```

```lean
#print axioms DiracSpinSymmetry.spin_symmetry
#print axioms DiracSpinSymmetry.pseudospin_symmetry
#print axioms DiracSpinSymmetry.diracSpin_casimir
```

```
'DiracSpinSymmetry.spin_symmetry' depends on axioms: [propext, Classical.choice, Quot.sound]
'DiracSpinSymmetry.pseudospin_symmetry' depends on axioms: [propext, Classical.choice, Quot.sound]
'DiracSpinSymmetry.diracSpin_casimir' depends on axioms: [propext, Classical.choice, Quot.sound]
```

## How the proof follows the algebra

**Conjugation.** `conj_mul` is the identity $(UaU)(UbU)=U(ab)U$. Its `calc` block regroups the factors until `U * U` stands in the middle and then replaces it by 1. `diracSpin_mul` applies this to the product of two generators, and `conj_isSpin` applies it to both terms of the commutator before factoring out $U$ on each side.

**The su(2) relations.** `diracSpin_isSpin` compares matrices entry by entry: `ext` introduces the row and column, and `fin_cases` splits them into four blocks. The upper diagonal block is the hypothesis on `s`, the lower one is `conj_isSpin`, and the other two are zero.

**The commutator.** In `commute_diracSpin_iff`, the facts `e1` and `e2` are the two off-diagonal identities derived above, in the same order. `hL` and `hR` then write out $HS_i$ and $S_iH$ with visibly equal off-diagonal blocks. For the forward direction, the proof reads off the entries `0 0` and `1 1` of the matrix equation; for the reverse, it substitutes the two diagonal commutation relations.

**The two symmetries.** `spin_symmetry` combines these results, with `Algebra.commutes` supplying the fact that a number commutes with every operator. In `pseudospin_symmetry`, `back` is $U(Us_iU)U=s_i$, and `e` identifies the pseudospin generators with the spin generators built from $t_i$. The rest is the earlier argument applied to $t_i$, including the check that $P$ commutes with $t_i$.

**The squared spin.** `diracSpin_casimir` writes the sum as three terms, pulls $U$ out on both sides to obtain `h2`, and again compares the four blocks.

**The Pauli instance.** `pauliHalf_isSpin` checks the three commutators entry by entry, using $\mathrm i^2=-1$ where needed. The map `onSpin` turns a complex spin matrix into one over `B` and preserves sums, products and scalar multiples, so the relations carry over. The local fact `key` shows that an orbital operator acting equally on both spin components commutes with every such matrix, because the matrix entries are numbers. It settles all three commutation requirements.
